# For negative definite responses, the linear-response interaction matrix is positive semidefinite exactly when self-consistency strengthens no response

When several sites are coupled, the sign of a linear-response Hubbard interaction and the weakening of a response by self-consistency are both taken here as properties of quadratic forms, tested on every pattern of site charges or potentials and not entry by entry. The bare and the self-consistent response matrices are assumed to be symmetric and negative definite.

```lean
import Mathlib

open Matrix

namespace LinearResponseInteractionSign

noncomputable section

variable {n : Type*} [Fintype n] [DecidableEq n]

/-- The linear-response interaction matrix `U = χ₀⁻¹ - χ⁻¹`, for invertible bare response `χ₀`
and invertible self-consistent response `χ`. -/
def interaction (χ₀ χ : Matrix n n ℝ) : Matrix n n ℝ := χ₀⁻¹ - χ⁻¹

/-- Legendre bound: for a positive definite matrix `A`, the quadratic form of `A⁻¹` at `x` is
at least `2 x·y - y·A y` for every trial vector `y`. -/
theorem legendre_bound {A : Matrix n n ℝ} (hA : A.PosDef) (x y : n → ℝ) :
    2 * (x ⬝ᵥ y) - y ⬝ᵥ A *ᵥ y ≤ x ⬝ᵥ A⁻¹ *ᵥ x := by
  have hT : Aᵀ = A := by
    rw [← Matrix.conjTranspose_eq_transpose_of_trivial]
    exact hA.isHermitian
  have hz : A *ᵥ (A⁻¹ *ᵥ x) = x := by
    rw [Matrix.mulVec_mulVec, Matrix.mul_nonsing_inv _ hA.det_pos.ne'.isUnit,
      Matrix.one_mulVec]
  have hs : (A⁻¹ *ᵥ x) ⬝ᵥ A *ᵥ y = x ⬝ᵥ y := by
    rw [Matrix.dotProduct_mulVec, ← Matrix.mulVec_transpose, hT, hz]
  -- positivity of the form at the distance from the optimal vector `A⁻¹ x`
  have h0 := hA.posSemidef.dotProduct_mulVec_nonneg (y - A⁻¹ *ᵥ x)
  simp only [star_trivial, Matrix.mulVec_sub, sub_dotProduct, dotProduct_sub, hz, hs] at h0
  linarith [dotProduct_comm x y, dotProduct_comm x (A⁻¹ *ᵥ x)]

/-- If the positive definite response `B` is nowhere stronger than the positive definite
response `A`, then the quadratic form of `B⁻¹` is nowhere smaller than that of `A⁻¹`. -/
theorem inverse_form_le {A B : Matrix n n ℝ} (hA : A.PosDef) (hB : B.PosDef)
    (h : ∀ v, v ⬝ᵥ B *ᵥ v ≤ v ⬝ᵥ A *ᵥ v) (x : n → ℝ) :
    x ⬝ᵥ A⁻¹ *ᵥ x ≤ x ⬝ᵥ B⁻¹ *ᵥ x := by
  have hz : A *ᵥ (A⁻¹ *ᵥ x) = x := by
    rw [Matrix.mulVec_mulVec, Matrix.mul_nonsing_inv _ hA.det_pos.ne'.isUnit,
      Matrix.one_mulVec]
  -- use the optimal vector of `A` as a trial vector for `B`
  have hb := legendre_bound hB x (A⁻¹ *ᵥ x)
  have ha := h (A⁻¹ *ᵥ x)
  rw [hz] at ha
  linarith [dotProduct_comm x (A⁻¹ *ᵥ x)]

/-- If the positive definite response `B` is weaker than the positive definite response `A` for
every nonzero potential, then the form of `B⁻¹` exceeds that of `A⁻¹` at every nonzero vector. -/
theorem inverse_form_lt {A B : Matrix n n ℝ} (hA : A.PosDef) (hB : B.PosDef)
    (h : ∀ v, v ≠ 0 → v ⬝ᵥ B *ᵥ v < v ⬝ᵥ A *ᵥ v) (x : n → ℝ) (hx : x ≠ 0) :
    x ⬝ᵥ A⁻¹ *ᵥ x < x ⬝ᵥ B⁻¹ *ᵥ x := by
  have hz : A *ᵥ (A⁻¹ *ᵥ x) = x := by
    rw [Matrix.mulVec_mulVec, Matrix.mul_nonsing_inv _ hA.det_pos.ne'.isUnit,
      Matrix.one_mulVec]
  have hne : A⁻¹ *ᵥ x ≠ 0 := by
    intro h0
    rw [h0, Matrix.mulVec_zero] at hz
    exact hx hz.symm
  have hb := legendre_bound hB x (A⁻¹ *ᵥ x)
  have ha := h (A⁻¹ *ᵥ x) hne
  rw [hz] at ha
  linarith [dotProduct_comm x (A⁻¹ *ᵥ x)]

omit [DecidableEq n] in
/-- For symmetric `A` and `B`, the difference `A - B` is positive semidefinite exactly when the
response `v·B v` to every site potential `v` is at most `v·A v`. -/
theorem posSemidef_sub_iff {A B : Matrix n n ℝ} (hA : A.IsHermitian) (hB : B.IsHermitian) :
    (A - B).PosSemidef ↔ ∀ v, v ⬝ᵥ B *ᵥ v ≤ v ⬝ᵥ A *ᵥ v := by
  constructor
  · intro h v
    have h0 := h.dotProduct_mulVec_nonneg v
    simp only [star_trivial, Matrix.sub_mulVec, dotProduct_sub] at h0
    linarith
  · intro h
    rw [Matrix.posSemidef_iff_dotProduct_mulVec]
    refine ⟨hA.sub hB, ?_⟩
    intro v
    simp only [star_trivial, Matrix.sub_mulVec, dotProduct_sub]
    linarith [h v]

omit [DecidableEq n] in
/-- For symmetric `A` and `B`, the difference `A - B` is positive definite exactly when the
response `v·B v` to every nonzero site potential `v` is smaller than `v·A v`. -/
theorem posDef_sub_iff {A B : Matrix n n ℝ} (hA : A.IsHermitian) (hB : B.IsHermitian) :
    (A - B).PosDef ↔ ∀ v, v ≠ 0 → v ⬝ᵥ B *ᵥ v < v ⬝ᵥ A *ᵥ v := by
  constructor
  · intro h v hv
    have h0 := h.dotProduct_mulVec_pos hv
    simp only [star_trivial, Matrix.sub_mulVec, dotProduct_sub] at h0
    linarith
  · intro h
    rw [Matrix.posDef_iff_dotProduct_mulVec]
    refine ⟨hA.sub hB, ?_⟩
    intro v hv
    simp only [star_trivial, Matrix.sub_mulVec, dotProduct_sub]
    linarith [h v hv]

/-- For positive definite `-χ₀` and `-χ`, the interaction is the inverse of `-χ` minus the
inverse of `-χ₀`. -/
theorem interaction_eq {χ₀ χ : Matrix n n ℝ} (h₀ : (-χ₀).PosDef) (h : (-χ).PosDef) :
    interaction χ₀ χ = (-χ)⁻¹ - (-χ₀)⁻¹ := by
  have key : ∀ M : Matrix n n ℝ, (-M).PosDef → M⁻¹ = -(-M)⁻¹ := by
    intro M hM
    apply Matrix.inv_eq_right_inv
    rw [mul_neg, ← neg_mul, Matrix.mul_nonsing_inv _ hM.det_pos.ne'.isUnit]
  rw [interaction, key χ₀ h₀, key χ h]
  abel

/-- For positive definite `-χ₀` and `-χ`, the interaction `χ₀⁻¹ - χ⁻¹` is positive semidefinite
if and only if self-consistency strengthens no response: `(-χ₀) - (-χ)` is positive
semidefinite. -/
theorem interaction_posSemidef_iff {χ₀ χ : Matrix n n ℝ}
    (h₀ : (-χ₀).PosDef) (h : (-χ).PosDef) :
    (interaction χ₀ χ).PosSemidef ↔ ((-χ₀) - (-χ)).PosSemidef := by
  rw [interaction_eq h₀ h, posSemidef_sub_iff h.inv.isHermitian h₀.inv.isHermitian,
    posSemidef_sub_iff h₀.isHermitian h.isHermitian]
  constructor
  · intro hU v
    -- inverting twice returns the responses themselves
    have h2 := inverse_form_le h.inv h₀.inv hU v
    rwa [Matrix.nonsing_inv_nonsing_inv _ h.det_pos.ne'.isUnit,
      Matrix.nonsing_inv_nonsing_inv _ h₀.det_pos.ne'.isUnit] at h2
  · exact inverse_form_le h₀ h

/-- For positive definite `-χ₀` and `-χ`, the interaction is positive definite if and only if
self-consistency strictly weakens the response to every nonzero site potential. -/
theorem interaction_posDef_iff {χ₀ χ : Matrix n n ℝ}
    (h₀ : (-χ₀).PosDef) (h : (-χ).PosDef) :
    (interaction χ₀ χ).PosDef ↔ ∀ v, v ≠ 0 → v ⬝ᵥ (-χ) *ᵥ v < v ⬝ᵥ (-χ₀) *ᵥ v := by
  rw [interaction_eq h₀ h, posDef_sub_iff h.inv.isHermitian h₀.inv.isHermitian]
  constructor
  · intro hU v hv
    have h2 := inverse_form_lt h.inv h₀.inv hU v hv
    rwa [Matrix.nonsing_inv_nonsing_inv _ h.det_pos.ne'.isUnit,
      Matrix.nonsing_inv_nonsing_inv _ h₀.det_pos.ne'.isUnit] at h2
  · exact inverse_form_lt h₀ h

/-- A two-site response matrix with equal on-site entries `p` and intersite entry `q` is
positive definite when `|q| < p`. -/
theorem dimer_posDef {p q : ℝ} (h : |q| < p) : (!![p, q; q, p]).PosDef := by
  obtain ⟨h1, h2⟩ := abs_lt.1 h
  rw [Matrix.posDef_iff_dotProduct_mulVec]
  refine ⟨by ext i j; fin_cases i <;> fin_cases j <;> simp, ?_⟩
  intro v hv
  have hpos : 0 < v 0 ^ 2 + v 1 ^ 2 := by
    by_contra hc
    have hc' := not_lt.1 hc
    have a0 : v 0 ^ 2 = 0 := by linarith [sq_nonneg (v 0), sq_nonneg (v 1)]
    have a1 : v 1 ^ 2 = 0 := by linarith [sq_nonneg (v 0), sq_nonneg (v 1)]
    apply hv
    ext i
    fin_cases i
    · simpa using a0
    · simpa using a1
  have e : star v ⬝ᵥ (!![p, q; q, p] *ᵥ v)
      = p * (v 0 ^ 2 + v 1 ^ 2) + 2 * q * (v 0 * v 1) := by
    simp [Matrix.mulVec, dotProduct, Fin.sum_univ_two]
    ring
  rw [e]
  -- split off a perfect square according to the sign of `q`
  rcases le_total 0 q with hq | hq
  · nlinarith [mul_pos (sub_pos.2 h2) hpos, mul_nonneg hq (sq_nonneg (v 0 + v 1))]
  · nlinarith [mul_pos (show 0 < p + q by linarith) hpos,
      mul_nonneg (neg_nonneg.2 hq) (sq_nonneg (v 0 - v 1))]

/-- Bare response of a two-site model, with no intersite part. -/
def dimerBare : Matrix (Fin 2) (Fin 2) ℝ := !![-5, 0; 0, -5]

/-- Self-consistent response of the two-site model, with an intersite part. -/
def dimerFull : Matrix (Fin 2) (Fin 2) ℝ := !![-4, -3; -3, -4]

/-- On-site values do not decide the sign: in the two-site model both negated responses are
positive definite, both on-site responses are weakened and both on-site interactions are
positive, yet the interaction matrix is not positive semidefinite. -/
theorem onsite_values_insufficient :
    (-dimerBare).PosDef ∧ (-dimerFull).PosDef ∧
      (∀ i, (-dimerFull) i i < (-dimerBare) i i) ∧
      (∀ i, 0 < interaction dimerBare dimerFull i i) ∧
      ¬ (interaction dimerBare dimerFull).PosSemidef := by
  have e0 : -dimerBare = !![5, 0; 0, 5] := by
    ext i j; fin_cases i <;> fin_cases j <;> norm_num [dimerBare]
  have e1 : -dimerFull = !![4, 3; 3, 4] := by
    ext i j; fin_cases i <;> fin_cases j <;> norm_num [dimerFull]
  have i0 : dimerBare⁻¹ = !![-1/5, 0; 0, -1/5] := by
    apply Matrix.inv_eq_right_inv
    ext i j
    fin_cases i <;> fin_cases j <;>
      norm_num [dimerBare, Matrix.mul_apply, Fin.sum_univ_two]
  have i1 : dimerFull⁻¹ = !![-4/7, 3/7; 3/7, -4/7] := by
    apply Matrix.inv_eq_right_inv
    ext i j
    fin_cases i <;> fin_cases j <;>
      norm_num [dimerFull, Matrix.mul_apply, Fin.sum_univ_two]
  have hU : interaction dimerBare dimerFull = !![13/35, -3/7; -3/7, 13/35] := by
    rw [interaction, i0, i1]
    ext i j
    fin_cases i <;> fin_cases j <;> norm_num
  rw [hU, e0, e1]
  refine ⟨dimer_posDef (by norm_num), dimer_posDef (by norm_num), ?_, ?_, ?_⟩
  · intro i
    fin_cases i <;> norm_num
  · intro i
    fin_cases i <;> norm_num
  · intro h
    -- the quadratic form of the interaction is negative at the vector `(1, 1)`
    have h0 := h.dotProduct_mulVec_nonneg ![1, 1]
    norm_num [Matrix.mulVec, dotProduct, Fin.sum_univ_two] at h0

end

end LinearResponseInteractionSign
```

```lean
#print axioms LinearResponseInteractionSign.interaction_posSemidef_iff
#print axioms LinearResponseInteractionSign.interaction_posDef_iff
#print axioms LinearResponseInteractionSign.onsite_values_insufficient
```

```
'LinearResponseInteractionSign.interaction_posSemidef_iff' depends on axioms: [propext, Classical.choice, Quot.sound]
'LinearResponseInteractionSign.interaction_posDef_iff' depends on axioms: [propext, Classical.choice, Quot.sound]
'LinearResponseInteractionSign.onsite_values_insufficient' depends on axioms: [propext, Classical.choice, Quot.sound]
```

## Responses, potentials and the matrix U

In a linear-response calculation of Hubbard parameters, a small potential $v_J$ is applied to each localized site $J$ and the changes in the site occupations are recorded, $\delta n_I=\sum_J\chi_{IJ}v_J$. The bare response $\chi_0$ is taken before the electrons' own potential readjusts, and $\chi$ after self-consistency. The interaction matrix is

$$U=\chi_0^{-1}-\chi^{-1}.$$

The letter $U$ stands for the whole matrix: its diagonal holds the on-site Hubbard parameters, and its off-diagonal entries are the intersite ones, often called $V$.

In Lean, the sites form a finite type `n`, the responses are matrices `χ₀` and `χ` with real entries, and `interaction χ₀ χ` is the formula above. The hypotheses `(-χ₀).PosDef` and `(-χ).PosDef` include symmetry. Physically, they say that for every nonzero site potential the occupation changes, weighted by the potential, have a negative sum: $v\cdot\delta n=v\cdot\chi v<0$, and likewise for $\chi_0$. A single site with a repulsive potential may still gain electrons when other sites are perturbed too. The positive number $v\cdot(-\chi)v$ is what "strength of the response to $v$" means here. The condition excludes a set of sites that holds all the electrons at fixed total number, because a uniform potential then produces no response.

The theorem `interaction_posSemidef_iff` states that $U$ is positive semidefinite if and only if $(-\chi_0)-(-\chi)$ is. By `posSemidef_sub_iff`, the second condition means

$$v\cdot(-\chi)v\le v\cdot(-\chi_0)v\quad\text{for every } v.$$

The strict version, `interaction_posDef_iff`, says that $U$ is positive definite if and only if this inequality is strict for every $v\neq0$.

The matrices are not tied to any Hamiltonian or density functional. Identifying them with the occupation derivatives of an actual calculation is the step left to the user. For DFT+U and its intersite extension, the result relates the sign of the full interaction matrix to the two computed responses, provided that these are symmetric and negative definite on a finite set of sites.

## A weaker response has a larger inverse

Write $A=-\chi_0$ and $B=-\chi$. For a vector $x$, let $z=A^{-1}x$, so that $Az=x$. Since $A$ is positive definite and symmetric, any trial vector $y$ satisfies

$$0\le (y-z)\cdot A(y-z)=y\cdot Ay-2\,x\cdot y+x\cdot A^{-1}x.$$

Here $z\cdot Ay=(Az)\cdot y=x\cdot y$ and $z\cdot Az=z\cdot x=x\cdot A^{-1}x$. Rearranging gives `legendre_bound`:

$$2\,x\cdot y-y\cdot Ay\le x\cdot A^{-1}x.$$

In the Lean proof, `hz` is $Az=x$, `hs` is the symmetry step, and `h0` is the positivity at $y-z$; `linarith` does the rearrangement.

Now suppose that $v\cdot Bv\le v\cdot Av$ for all $v$. Use the same bound for $B$, with $z=A^{-1}x$ as the trial vector. Since $z\cdot Bz\le z\cdot Az=x\cdot z$,

$$x\cdot A^{-1}x=x\cdot z\le 2\,x\cdot z-z\cdot Bz\le x\cdot B^{-1}x.$$

This is `inverse_form_le`, where `hb` is the bound for $B$ and `ha` the comparison at $z$. If the response is strictly weaker for every nonzero potential and $x\ne0$, then $z\ne0$, because $Az=x$. The first inequality is then strict, which gives `inverse_form_lt`.

## From the inverses to the interaction

Since $\chi_0^{-1}=-A^{-1}$ and $\chi^{-1}=-B^{-1}$,

$$U=B^{-1}-A^{-1},$$

which is `interaction_eq`. If $A-B$ is positive semidefinite, the inequality between the inverses gives $x\cdot Ux\ge0$ for every $x$, and $U$ is symmetric, so $U$ is positive semidefinite.

Conversely, if $U$ is positive semidefinite, then $x\cdot A^{-1}x\le x\cdot B^{-1}x$ for every $x$. Both inverses are positive definite, so the same argument applies with $B^{-1}$ in the role of $A$ and $A^{-1}$ in the role of $B$. Inverting again returns the original matrices and gives $v\cdot Bv\le v\cdot Av$. In Lean, `inverse_form_le h.inv h₀.inv` makes this exchange, and `nonsing_inv_nonsing_inv` removes the double inverses. The strict equivalence follows in the same way, with `posDef_sub_iff` translating the positive definiteness of $U$ into an inequality between forms.

## Two sites with positive on-site U and a negative mode

The on-site entries alone do not settle the sign. The theorem `onsite_values_insufficient` uses two sites with

$$-\chi_0=\begin{pmatrix}5&0\\0&5\end{pmatrix},\qquad
-\chi=\begin{pmatrix}4&3\\3&4\end{pmatrix}.$$

Both matrices are positive definite by `dimer_posDef`. For equal diagonal entries $p$ and off-diagonal entry $q$ with $|q|<p$, the form is

$$p(v_0^2+v_1^2)+2q\,v_0v_1.$$

It equals $(p-q)(v_0^2+v_1^2)+q(v_0+v_1)^2$, which is positive for $q\ge0$ and $v\neq0$. For $q\le0$, the corresponding split is $(p+q)(v_0^2+v_1^2)-q(v_0-v_1)^2$.

Self-consistency weakens each on-site response from 5 to 4. Inverting the two matrices gives

$$U=\begin{pmatrix}13/35&-3/7\\-3/7&13/35\end{pmatrix}.$$

Both on-site interactions are positive. The intersite entry is an attraction larger in size than the on-site repulsion; the numbers are constructed as a counter-example and do not describe a particular material. For equal charge changes on the two sites, the normalised vector $(1,1)/\sqrt2$ gives $13/35-3/7=-2/35$. The Lean proof uses the unnormalised vector `![1, 1]`, for which the form is $-4/35$, so $U$ is not positive semidefinite.

The responses show the same reversal: for the normalised in-phase potential, the strength rises from 5 to 7. The intersite response has strengthened this collective mode although each site, probed alone, responds more weakly.
